# Two-sided bound on the relativistic defect and the relative level shift it causes, x²/(vk) at leading order

## The case k = v = 1

Take a model level with energy E(v) = −q²/(2v²) in atomic units, where q is a nonzero charge and v an effective quantum number, and lower v by the defect d = k − √(k² − x²). Here k = j + 1/2 for total angular momentum j, and x = Zα is the nuclear charge times the fine-structure constant. For j = 1/2 and v = 1, the quantum numbers of a 1s level, and |x| < 1,

    v − d = √(1 − x²)
    E(v − d) = −q² / (2(1 − x²))
    [E(v − d) − E(v)] / E(v) = 1/(1 − x²) − 1 = x²/(1 − x²)

The charge q has cancelled, and the relative shift divided by x² is 1/(1 − x²), which tends to 1 as x → 0. Two factors make up this 1. The defect behaves as x²/2 at small x, and E ∝ 1/v² turns a small decrease d of v into the relative change 2d/v. At x = 3/5 the root is 4/5 and d = 1/5, between x²/2 = 0.18 and x² = 0.36, and the scaled shift is 25/16. These are shifts of the model, not of the full Dirac energy: for a hydrogen-like 1s level the Dirac equation gives the relative shift x²/4 at leading order, because it contains a second term that the model leaves out (see the last section).

## The bound and the limit

For k > 0 and |x| ≤ k,

    d = x² / (k + √(k² − x²))
    x²/(2k) ≤ d ≤ x²/k

For k > 0, q ≠ 0 and v > 0, as x → 0 through nonzero values,

    d/x² → 1/(2k)
    [E(v − d) − E(v)] / (x² E(v)) → 1/(vk)

Since E(v) is negative, a positive relative shift means a deeper level.

## Where a code can use this

The root √(k² − x²) is the exponent that governs the short-range behaviour of Dirac radial functions at a point nucleus, and v − d with v = n is the combination that enters the hydrogen-like Dirac spectrum. The 1/(vk) dependence describes the k-dependent part of the direct relativistic stabilisation (the last section says which term is left out), largest for j = 1/2, in a one-electron point-nucleus model with q, v and k as fixed parameters.

A program that implements this model can use the result in three places. The first is evaluation. The defining difference k − √(k² − x²) subtracts nearly equal numbers at small x. With k = 1 and x = 10⁻⁹ in double precision, 1 − x² rounds to 1 and the difference comes out as 0, below the lower bound 5·10⁻¹⁹, whereas the denominator of the quotient form adds two non-negative numbers. The second is run-time assertions: the two bounds need no square root and confine d within a factor of two on the whole range |x| ≤ k. The third is the non-relativistic limit. In atomic units x = Z/c with c the speed of light, so a code with adjustable c can check that the relative shift from its implementation of this model, divided by x², approaches 1/(vk) as c grows, as long as rounding errors in the energy difference stay small.

## Derivation

Write s = √(k² − x²), which is real for |x| ≤ k and satisfies s² = k² − x². Then

    d (k + s) = (k − s)(k + s) = k² − s² = x²

and k + s ≥ k > 0 allows the division that gives d = x²/(k + s). From 0 ≤ s ≤ k follows k ≤ k + s ≤ 2k. The numerator x² is non-negative, so the largest denominator gives the lower bound x²/(2k) and the smallest gives the upper bound x²/k. At x = k the root vanishes and d = k = k²/k, so the upper bound is attained. For 0 < |x| ≤ k,

    d/x² = 1/(k + s)

and s is continuous in x with value k at x = 0, so d/x² → 1/(2k). No constant larger than 1/(2k) can therefore stand in the lower bound.

For the energy, let δ be any lowering of v with q, v and v − δ nonzero. Then

    E(v − δ)/E(v) = v²/(v − δ)²
    [E(v − δ) − E(v)] / E(v) = [v² − (v − δ)²] / (v − δ)² = δ(2v − δ)/(v − δ)²

If 0 < |x| ≤ k, then d ≥ x²/(2k) > 0. If also d < v, then 0 < v − d < v, hence (v − d)² < v², hence q²/(2(v − d)²) > q²/(2v²), and E(v − d) < E(v).

For the limit put δ = d. As x → 0 the defect tends to 0, so d < v for small |x| and the exact formula applies:

    [E(v − d) − E(v)] / (x² E(v)) = (d/x²) · (2v − d)/(v − d)²

The first factor tends to 1/(2k), the second to 2v/v² = 2/v, and the product of the limits is 1/(vk).

Finally, let 0 < k₁ < k₂ and write d₁, d₂ for the two defects at the same x. The limits obey 1/(2k₂) < 1/(2k₁), so d₂/x² < d₁/x² for all small enough nonzero x, and multiplication by x² > 0 gives d₂ < d₁.

## A numerical instance

Take v = 2 and x = 7/25, so x² = 0.0784. For k = 1 the root is 24/25 and d = 0.04, between 0.0392 and 0.0784. The relative shift is 0.04 · 3.96/1.96² = 0.04123, and division by x² gives 0.526 against the limit 1/2. For k = 2 the root is √3.9216 = 1.98030 and d = 0.01970, between 0.0196 and 0.0392. Here v = k, so v − d = s and d(2v − d) = x², and the scaled shift is 1/3.9216 = 0.255 against the limit 1/4. In both cases d sits close to its lower bound, and the smaller k has the larger defect.

## The Lean file

```lean
import Mathlib

open Filter Topology

namespace RelativisticDefect

noncomputable section

/-- The relativistic defect `d = k - √(k² - x²)` for `k = j + 1/2` and coupling `x = Zα`. -/
def defect (k x : ℝ) : ℝ := k - Real.sqrt (k ^ 2 - x ^ 2)

/-- The Rydberg-type level energy `-q²/(2v²)` for charge `q` and effective quantum number `v`. -/
def energy (q v : ℝ) : ℝ := -q ^ 2 / (2 * v ^ 2)

/-- Rationalised form of the defect: for `k > 0` and `|x| ≤ k`,
`d = x² / (k + √(k² - x²))`. -/
theorem defect_eq {k x : ℝ} (hk : 0 < k) (hx : |x| ≤ k) :
    defect k x = x ^ 2 / (k + Real.sqrt (k ^ 2 - x ^ 2)) := by
  have h1 : x ^ 2 ≤ k ^ 2 := sq_le_sq' (abs_le.1 hx).1 (abs_le.1 hx).2
  have h2 : Real.sqrt (k ^ 2 - x ^ 2) ^ 2 = k ^ 2 - x ^ 2 := Real.sq_sqrt (by linarith)
  have h3 : 0 < k + Real.sqrt (k ^ 2 - x ^ 2) :=
    add_pos_of_pos_of_nonneg hk (Real.sqrt_nonneg _)
  rw [eq_div_iff h3.ne', defect]
  -- (k - s)(k + s) = k² - s² = x²
  linear_combination (-1 : ℝ) * h2

/-- Two-sided bound on the defect: for `k > 0` and `|x| ≤ k`, `x²/(2k) ≤ d ≤ x²/k`. -/
theorem defect_bounds {k x : ℝ} (hk : 0 < k) (hx : |x| ≤ k) :
    x ^ 2 / (2 * k) ≤ defect k x ∧ defect k x ≤ x ^ 2 / k := by
  have h0 : 0 ≤ Real.sqrt (k ^ 2 - x ^ 2) := Real.sqrt_nonneg _
  -- the square root lies between 0 and k
  have h1 : Real.sqrt (k ^ 2 - x ^ 2) ≤ k :=
    Real.sqrt_le_iff.2 ⟨hk.le, by nlinarith [sq_nonneg x]⟩
  have h3 : 0 < k + Real.sqrt (k ^ 2 - x ^ 2) := by linarith
  rw [defect_eq hk hx]
  constructor
  · exact div_le_div_of_nonneg_left (sq_nonneg x) h3 (by linarith)
  · exact div_le_div_of_nonneg_left (sq_nonneg x) hk (by linarith)

/-- At `x = k > 0` the defect equals its upper bound `x²/k`. -/
theorem defect_upper_sharp {k : ℝ} (hk : 0 < k) : defect k k = k ^ 2 / k := by
  rw [eq_div_iff hk.ne', defect, sub_self, Real.sqrt_zero]
  ring

/-- Weak-coupling limit of the defect: for `k > 0`, `d/x² → 1/(2k)` as `x → 0`, `x ≠ 0`. -/
theorem defect_div_sq_tendsto {k : ℝ} (hk : 0 < k) :
    Tendsto (fun x => defect k x / x ^ 2) (𝓝[≠] 0) (𝓝 (1 / (2 * k))) := by
  have hc : Continuous fun x : ℝ => k + Real.sqrt (k ^ 2 - x ^ 2) := by fun_prop
  have hv : k + Real.sqrt (k ^ 2 - 0 ^ 2) = 2 * k := by
    have h : k ^ 2 - (0 : ℝ) ^ 2 = k ^ 2 := by ring
    rw [h, Real.sqrt_sq hk.le]
    ring
  have h1 : Tendsto (fun x : ℝ => k + Real.sqrt (k ^ 2 - x ^ 2)) (𝓝[≠] 0) (𝓝 (2 * k)) :=
    (hc.tendsto' 0 (2 * k) hv).mono_left nhdsWithin_le_nhds
  have h2 : Tendsto (fun x : ℝ => 1 / (k + Real.sqrt (k ^ 2 - x ^ 2))) (𝓝[≠] 0)
      (𝓝 (1 / (2 * k))) := tendsto_const_nhds.div h1 (by positivity)
  -- near zero the rationalised form applies
  have hsmall : ∀ᶠ x : ℝ in 𝓝[≠] 0, |x| < k :=
    (continuous_abs.tendsto' 0 0 abs_zero).eventually_lt_const hk |>.filter_mono
      nhdsWithin_le_nhds
  refine h2.congr' ?_
  filter_upwards [hsmall, self_mem_nhdsWithin] with x hx hx0
  have hx0' : x ^ 2 ≠ 0 := pow_ne_zero 2 hx0
  rw [defect_eq hk hx.le, div_right_comm, div_self hx0']

/-- Exact relative shift of a level when `v` is lowered by `δ`: for nonzero `q`, `v`, `v - δ`,
`[E(v - δ) - E(v)]/E(v) = δ(2v - δ)/(v - δ)²`. -/
theorem relative_shift {q v δ : ℝ} (hq : q ≠ 0) (hv : v ≠ 0) (hδ : v - δ ≠ 0) :
    (energy q (v - δ) - energy q v) / energy q v = δ * (2 * v - δ) / (v - δ) ^ 2 := by
  unfold energy
  field_simp
  ring

/-- For `q ≠ 0`, `0 < |x| ≤ k` and `d < v`, lowering `v` by the defect strictly lowers
the level energy. -/
theorem energy_lowered {k x q v : ℝ} (hq : q ≠ 0) (hx0 : x ≠ 0) (hx : |x| ≤ k)
    (hv : defect k x < v) : energy q (v - defect k x) < energy q v := by
  have hk : 0 < k := lt_of_lt_of_le (abs_pos.2 hx0) hx
  have hd : 0 < defect k x :=
    lt_of_lt_of_le (by positivity) (defect_bounds hk hx).1
  have h1 : 0 < v - defect k x := by linarith
  have hq2 : 0 < q ^ 2 := by positivity
  have h2 : 2 * (v - defect k x) ^ 2 < 2 * v ^ 2 := by nlinarith
  have h3 : q ^ 2 / (2 * v ^ 2) < q ^ 2 / (2 * (v - defect k x) ^ 2) :=
    div_lt_div_of_pos_left hq2 (by positivity) h2
  unfold energy
  rw [neg_div, neg_div]
  linarith

/-- Leading relative shift of a level: for `k > 0`, `q ≠ 0`, `v > 0`,
`[E(v - d(x)) - E(v)] / (x² E(v)) → 1/(v k)` as `x = Zα → 0`, `x ≠ 0`. -/
theorem relative_shift_tendsto {k q v : ℝ} (hk : 0 < k) (hq : q ≠ 0) (hv : 0 < v) :
    Tendsto (fun x => (energy q (v - defect k x) - energy q v) / (x ^ 2 * energy q v))
      (𝓝[≠] 0) (𝓝 (1 / (v * k))) := by
  -- the defect vanishes continuously at x = 0
  have hc : Continuous fun x : ℝ => defect k x := by
    unfold defect
    fun_prop
  have h0 : defect k 0 = 0 := by
    have h : k ^ 2 - (0 : ℝ) ^ 2 = k ^ 2 := by ring
    rw [defect, h, Real.sqrt_sq hk.le, sub_self]
  have hd : Tendsto (fun x => defect k x) (𝓝[≠] 0) (𝓝 0) :=
    (hc.tendsto' 0 0 h0).mono_left nhdsWithin_le_nhds
  have hne : (v - 0) ^ 2 ≠ 0 := by
    rw [sub_zero]
    positivity
  have hf : Tendsto (fun x => (2 * v - defect k x) / (v - defect k x) ^ 2) (𝓝[≠] 0)
      (𝓝 ((2 * v - 0) / (v - 0) ^ 2)) :=
    (hd.const_sub (2 * v)).div ((hd.const_sub v).pow 2) hne
  have hprod := (defect_div_sq_tendsto hk).mul hf
  have hval : 1 / (2 * k) * ((2 * v - 0) / (v - 0) ^ 2) = 1 / (v * k) := by
    rw [sub_zero, sub_zero]
    field_simp
  rw [hval] at hprod
  refine hprod.congr' ?_
  -- near zero the quotient factorises as (d/x²) (2v - d)/(v - d)²
  filter_upwards [hd.eventually_lt_const hv] with x hx
  have hδ : v - defect k x ≠ 0 := (sub_pos.2 hx).ne'
  rw [mul_comm (x ^ 2) (energy q v), ← div_div (energy q (v - defect k x) - energy q v),
    relative_shift hq hv.ne' hδ]
  ring

/-- For `0 < k₁ < k₂` and all sufficiently small nonzero `x`, the defect for `k₁` exceeds
the defect for `k₂`. -/
theorem defect_trend {k₁ k₂ : ℝ} (h₁ : 0 < k₁) (h : k₁ < k₂) :
    ∀ᶠ x in 𝓝[≠] (0 : ℝ), defect k₂ x < defect k₁ x := by
  have h₂ : 0 < k₂ := h₁.trans h
  have hlt : 1 / (2 * k₂) < 1 / (2 * k₁) :=
    one_div_lt_one_div_of_lt (by positivity) (by linarith)
  have hev := (defect_div_sq_tendsto h₂).eventually_lt (defect_div_sq_tendsto h₁) hlt
  filter_upwards [hev, self_mem_nhdsWithin] with x hx hx0
  have hx0' : x ≠ 0 := hx0
  have hp : 0 < x ^ 2 := by positivity
  exact (div_lt_div_iff_of_pos_right hp).1 hx

end

end RelativisticDefect
```

```lean
#print axioms RelativisticDefect.defect_upper_sharp
#print axioms RelativisticDefect.energy_lowered
#print axioms RelativisticDefect.relative_shift_tendsto
#print axioms RelativisticDefect.defect_trend
```

```
'RelativisticDefect.defect_upper_sharp' depends on axioms: [propext, Classical.choice, Quot.sound]
'RelativisticDefect.energy_lowered' depends on axioms: [propext, Classical.choice, Quot.sound]
'RelativisticDefect.relative_shift_tendsto' depends on axioms: [propext, Classical.choice, Quot.sound]
'RelativisticDefect.defect_trend' depends on axioms: [propext, Classical.choice, Quot.sound]
```

## The statements in words

`defect k x` is d and `energy q v` is E(v), in atomic units, with `-q ^ 2` read as −(q²). All of k, x, q and v are real numbers. Nothing restricts k to the physical values 1, 2, 3, …, and x may have either sign, since only x² enters. The range is written `|x| ≤ k`, which contains 0 ≤ x ≤ k.

`defect_eq`, `defect_bounds` and `defect_upper_sharp` state the quotient form, the two bounds and the equality at x = k. `relative_shift` is the exact formula for an arbitrary δ. `energy_lowered` assumes `q ≠ 0`, `x ≠ 0`, `|x| ≤ k` and `defect k x < v`; it needs no separate assumption on the signs of k and v, because 0 < |x| ≤ k and 0 < d < v supply them. The limits `defect_div_sq_tendsto` and `relative_shift_tendsto` have the form `Tendsto`, from the filter `𝓝[≠] 0` to a neighbourhood filter such as `𝓝 (1 / (v * k))`. This says that x approaches 0 from both sides without taking the value 0, with k, q and v fixed. In `defect_trend`, `∀ᶠ x in 𝓝[≠] (0 : ℝ)` means that there is some ε > 0 such that the inequality holds whenever 0 < |x| < ε.

Lean sets the square root of a negative number and the quotient by zero to 0, and both conventions show in the hypotheses: `defect 1 2` equals 1, below the lower bound 2, which is why the bounds carry `|x| ≤ k`, and d/x² equals 0 at x = 0, which is why that point is removed from the limits.

## How the proofs follow the derivation

In `defect_eq`, `h2` is s² = k² − x² and `h3` is k + s > 0. After `eq_div_iff` clears the denominator, the goal is (k − s)(k + s) = x², and `linear_combination (-1 : ℝ) * h2` checks that the difference of its two sides is −1 times the difference of the sides of `h2`. `defect_bounds` establishes 0 ≤ s ≤ k as `h0` and `h1`, substitutes the quotient form and applies `div_le_div_of_nonneg_left` once for each comparison of denominators. `relative_shift` clears denominators by `field_simp` and closes the polynomial identity by `ring`. In `energy_lowered` the chain is `hd` (d > 0 from the lower bound), `h1` (v − d > 0), `h2` (comparison of the squares) and `h3` (comparison of the quotients), after which the minus sign reverses the inequality.

`relative_shift_tendsto` gets d → 0 as `hd` from continuity and `defect k 0 = 0`. The statement `hf` is the limit of (2v − d)/(v − d)², `hprod` multiplies it by the limit of d/x², and `hval` evaluates the product to 1/(vk). `defect_trend` uses `eventually_lt` to pass from the strict inequality `hlt` between the two limits to the same inequality between the two functions near 0, and `div_lt_div_iff_of_pos_right` removes the common factor 1/x².

## Replacing a function near the limit point

Both limits rest on `congr'`, applied to a `Tendsto` statement: if f tends to a limit along a filter and g agrees with f eventually along that filter, then g has the same limit. This is the formal version of the words "for small enough x" in the derivation. The easy limit is proved for a continuous expression, 1/(k + s) in `h2` of `defect_div_sq_tendsto`, first on the full neighbourhood for the denominator and then restricted by `mono_left nhdsWithin_le_nhds`. The target d/x² equals 1/(k + s) only for 0 < |x| ≤ k, and this suffices. The tactic `filter_upwards [hsmall, self_mem_nhdsWithin] with x hx hx0` takes two facts that each hold eventually, |x| < k and x ≠ 0, and reduces the goal to an equation at a single x for which both are hypotheses. No explicit ε appears, because a filter is closed under finite intersection. In the main theorem the eventual fact is `hd.eventually_lt_const hv`, that is d < v, which makes v − d nonzero so that `relative_shift` applies.

## The sign of k

The limits are stated for k > 0 and fail for k < 0. A code that passes the signed Dirac quantum number κ in place of k = |κ| has k < 0 for s₁/₂ levels, where κ = −1. With k = −1 the defect is −1 − √(1 − x²), which tends to −2 and not to 0. For v = 1 the relative shift then tends to 1/9 − 1 = −8/9, and its quotient by x² diverges to −∞ instead of approaching 1/(vk) = −1.

## Reach of the result

The theorems are statements about two formulas over the exact reals. The Dirac equation does not appear, and both `defect` and `energy` enter as definitions. In particular, 1/(vk) is not the whole fine-structure correction. The standard expansion of the hydrogen-like Dirac energy, quoted here for comparison and not among the theorems above, has, to order x², the relative shift x²[1/(nk) − 3/(4n²)] for principal quantum number n. The model reproduces the k-dependent term, which comes from n → n − d, and omits the second, which comes from the Dirac energy not being of the form −q²/(2v²) in the shifted quantum number.

The charge q and the number v do not respond to x. The indirect effect, in which contracted inner shells screen the nucleus more strongly and destabilise d and f levels, would enter through such a response in a self-consistent many-electron calculation and is absent here, as is finite nuclear size.

The bounds and the exact shift formula hold at finite x, including the values of Zα met in heavy atoms: the bounds as long as |x| ≤ k, and the shift formula with δ = d as long as q, v and v − d are nonzero. The limits come with no rate of convergence, and at x = 3/5 the opening case lies 56 per cent above its limit. The theorem on the ordering in k gives no explicit threshold for x. The quotient form shows, though this is not among the theorems above, that d₂ < d₁ holds on all of 0 < |x| ≤ k₁, because k + √(k² − x²) increases with k. Rounding error is not modelled, so an assertion built on the lower bound may need a tolerance at small x, where d and x²/(2k) agree to within rounding, depending on how d is evaluated.
